# The energy and its slope in nuclear charge fix the energy components of atomic minimizers over scaling-closed trial sets

## Trial states along an isoelectronic series

The members of an isoelectronic series have the same number of electrons \(N\) and differ in nuclear charge \(Z\), as in H⁻, He, Li⁺. The question is how the ground-state energy of such an atom divides into kinetic energy, nuclear attraction and electron repulsion, and how much of this division can be read off from total energies alone.

Take a fixed point nucleus, the nonrelativistic Coulomb Hamiltonian and atomic units, and let \(Z\) vary over the real numbers. A normalised trial wavefunction \(\psi\) enters only through three expectation values: the kinetic energy \(t\), the attraction per unit nuclear charge \(a=\langle\sum_i 1/r_i\rangle\), counted positive, and the repulsion \(b=\langle\sum_{i<j}1/r_{ij}\rangle\). Its energy is \(t-Za+b\).

The scaled function \(c^{3N/2}\psi(c\mathbf r_1,\dots,c\mathbf r_N)\), with \(c>0\), is again normalised and has the triple \((c^2t,ca,cb)\). Let \(S\) be a set of triples closed under this operation, and let \(E(Z)\) be the greatest lower bound of the energies for each \(Z>0\). A minimizer at \(Z\) is a triple in \(S\) whose energy there is lowest.

## Kinetic, attraction and repulsion energies from \(E\) and \(E'\)

If \(E\) is differentiable at \(Z>0\), every minimizer \((t,a,b)\) at \(Z\) satisfies

\[
t=-E,\qquad -Za=ZE',\qquad b=2E-ZE'.
\]

**Scaling.** The scaled minimizer has energy \(f(c)=c^2t+c(b-Za)\). Since it is a trial state for every \(c>0\), \(f\) has a minimum at \(c=1\), so
\[
0=f'(1)=2t+(b-Za).
\]

**Changing the charge.** Keep the minimizer fixed and vary the charge \(x\). The difference \(g(x)=t-xa+b-E(x)\) is nonnegative for \(x>0\) and vanishes at \(x=Z\). Hence \(0=g'(Z)=-a-E'\), which gives \(E'=-a\).

**Combination.** From \(b-Za=-2t\) follows \(E=t-2t=-t\). Multiplying \(E'=-a\) by \(Z\) gives the attraction energy, and \(b=E-t+Za=2E-ZE'\).

Two minimizers at the same such \(Z\) therefore have the same triple. If \(E(x)=e_0x^2+e_1x+e_2\) near \(Z\), then \(ZE'=2e_0Z^2+e_1Z\), and the repulsion is \(b=e_1Z+2e_2\).

A comparison of two charges needs neither scaling nor a derivative. Let \((t_1,a_1,b_1)\) and \((t_2,a_2,b_2)\) be minimizers at \(Z_1<Z_2\). Then
\[
t_1-Z_1a_1+b_1\le t_2-Z_1a_2+b_2,\qquad
t_2-Z_2a_2+b_2\le t_1-Z_2a_1+b_1.
\]
Adding these gives \((Z_2-Z_1)(a_1-a_2)\le0\), so \(a_1\le a_2\).

## Two electrons in one 1s orbital

For two electrons sharing a 1s orbital of exponent \(c\), the triple is \((c^2,2c,\tfrac58c)\). With \(s=Z-\tfrac5{16}\), its energy is
\[
c^2-2Zc+\tfrac58c=(c-s)^2-s^2.
\]
For \(s>0\) the minimum is at \(c=s\), with \(E=-s^2\) and \(E'=-2s\). For \(s\le0\) the energies are positive and tend to zero as \(c\to0\), so \(E=0\) and no minimizer exists.

In a calculation the slope can come from total energies at neighbouring charges. For this family \(E(1.9)=-2.52016\), \(E(2)=-2.84766\) and \(E(2.1)=-3.19516\) hartree. The central difference is \(E'(2)=-3.375\), without truncation error because \(E\) is quadratic there. At \(Z=2\) the kinetic energy is then \(2.84766\), the attraction \(-6.75\) and the repulsion \(-5.69531+6.75=1.05469\) hartree, without evaluating a repulsion integral at this stage.

## Triples and scaling in Lean

```lean
import Mathlib

open Filter Topology

namespace IsoelectronicVirial

/-- The energy components of a trial state: kinetic energy, nuclear attraction per unit
nuclear charge (counted positive), and electron repulsion. -/
@[ext] structure Parts where
  kin : ℝ
  attr : ℝ
  rep : ℝ
```

The fields `kin`, `attr` and `rep` are \(t\), \(a\) and \(b\). They are arbitrary real numbers; no sign is imposed. Note that `attr` is not the attraction energy, which is \(-Z\) times it.

```lean
/-- The total energy of a trial state in the field of a nucleus of charge `Z`. -/
def Parts.energy (p : Parts) (Z : ℝ) : ℝ := p.kin - Z * p.attr + p.rep

/-- Uniform coordinate scaling by `c`: kinetic energy scales as `c ^ 2`, Coulomb terms as `c`. -/
def Parts.scale (p : Parts) (c : ℝ) : Parts := ⟨c ^ 2 * p.kin, c * p.attr, c * p.rep⟩

/-- The set of trial states is closed under coordinate scaling by positive factors. -/
def ScaleClosed (S : Set Parts) : Prop := ∀ p ∈ S, ∀ c : ℝ, 0 < c → p.scale c ∈ S
```

The formal development starts from the set `S` of triples. That the expectation values of actual wavefunctions form a scaling-closed set is the change of variables described above, and it remains the physical step into the model. The set may come from all admissible wavefunctions or from a scaling-closed subset, such as Slater determinants with freely variable orbitals. A fixed Gaussian basis with fixed exponents does not in general give a closed set.

```lean
/-- `E` is the ground-state energy along the series: at each positive nuclear charge it is the
greatest lower bound of the trial energies. -/
def IsGroundEnergy (S : Set Parts) (E : ℝ → ℝ) : Prop :=
  ∀ Z : ℝ, 0 < Z → IsGLB ((fun p : Parts => p.energy Z) '' S) (E Z)

/-- `p` is a trial state of lowest energy at nuclear charge `Z`. -/
def IsMinimizer (S : Set Parts) (Z : ℝ) (p : Parts) : Prop :=
  p ∈ S ∧ ∀ q ∈ S, p.energy Z ≤ q.energy Z
```

`IsGroundEnergy` asks for a greatest lower bound, not an attained minimum. Attainment enters only through `IsMinimizer`, at the charge considered, and stands for the existence of a bound ground state within the trial set.

```lean
/-- At positive nuclear charge the energy of a minimizer is the ground-state energy. -/
theorem energy_eq {S : Set Parts} {E : ℝ → ℝ} {Z : ℝ} {p : Parts}
    (hE : IsGroundEnergy S E) (hZ : 0 < Z) (hp : IsMinimizer S Z p) : p.energy Z = E Z := by
  apply le_antisymm
  · apply (hE Z hZ).2
    rintro _ ⟨q, hq, rfl⟩
    exact hp.2 q hq
  · exact (hE Z hZ).1 ⟨p, hp.1, rfl⟩
```

This identifies the two notions of lowest energy. The minimizer's energy is a lower bound, hence at most \(E(Z)\), and it is itself a trial energy, hence at least \(E(Z)\).

## Two stationarity arguments

```lean
/-- Virial theorem: if the trial states are closed under scaling, twice the kinetic energy of a
minimizer plus its potential energy vanishes. -/
theorem virial {S : Set Parts} {Z : ℝ} {p : Parts}
    (hS : ScaleClosed S) (hp : IsMinimizer S Z p) :
    2 * p.kin + (-(Z * p.attr) + p.rep) = 0 := by
  -- the energy of the scaled state is stationary at scale factor one
  have hmin : IsLocalMin
      (fun c : ℝ => c ^ 2 * p.kin + c * (-(Z * p.attr) + p.rep)) 1 := by
    refine (eventually_gt_nhds (one_pos : (0 : ℝ) < 1)).mono fun c hc => ?_
    have h := hp.2 _ (hS p hp.1 c hc)
    simp only [Parts.energy, Parts.scale] at h
    show (1 : ℝ) ^ 2 * p.kin + 1 * (-(Z * p.attr) + p.rep)
      ≤ c ^ 2 * p.kin + c * (-(Z * p.attr) + p.rep)
    linarith
  have hd : HasDerivAt (fun c : ℝ => c ^ 2 * p.kin + c * (-(Z * p.attr) + p.rep))
      (2 * p.kin + (-(Z * p.attr) + p.rep)) 1 :=
    (((hasDerivAt_pow 2 (1 : ℝ)).mul_const p.kin).fun_add
      ((hasDerivAt_id' (1 : ℝ)).mul_const (-(Z * p.attr) + p.rep))).congr_deriv (by norm_num)
  exact hmin.hasDerivAt_eq_zero hd
```

This virial theorem concerns the lowest-energy states of a trial set. An excited state of the atom is covered when it is lowest within a scaling-closed set, as the lowest triplet state of helium is among triplet functions. `hmin` is the minimum of \(f\) at \(c=1\), `hd` computes \(f'(1)\), and the last line sets it to zero.

The device that carries both this proof and the next is Mathlib's `IsLocalMin.hasDerivAt_eq_zero`: a function with a local minimum at a point and a derivative there has derivative zero. `IsLocalMin` requires the inequality only in some neighbourhood of the point. This fits the physics, because \(f\) is defined for every real \(c\) while scaled states are available only for \(c>0\). The lemma `eventually_gt_nhds` says that all \(c\) close enough to 1 are positive, and `.mono` turns that positivity into the energy inequality.

```lean
/-- Hellmann–Feynman theorem: where the ground-state energy is differentiable in the positive
nuclear charge, its slope is minus the attraction per unit charge of any minimizer. -/
theorem hellmann_feynman {S : Set Parts} {E : ℝ → ℝ} {Z E' : ℝ} {p : Parts}
    (hE : IsGroundEnergy S E) (hZ : 0 < Z) (hd : HasDerivAt E E' Z)
    (hp : IsMinimizer S Z p) : E' = -p.attr := by
  -- the energy of the frozen state touches the ground-state energy from above
  have hmin : IsLocalMin (fun x : ℝ => p.kin - x * p.attr + p.rep - E x) Z := by
    refine (eventually_gt_nhds hZ).mono fun x hx => ?_
    have h1 : E x ≤ p.energy x := (hE x hx).1 ⟨p, hp.1, rfl⟩
    have h2 := energy_eq hE hZ hp
    simp only [Parts.energy] at h1 h2
    show p.kin - Z * p.attr + p.rep - E Z ≤ p.kin - x * p.attr + p.rep - E x
    linarith
  have hg : HasDerivAt (fun x : ℝ => p.kin - x * p.attr + p.rep - E x) (-p.attr - E') Z :=
    (((((hasDerivAt_id' Z).mul_const p.attr).const_sub p.kin).add_const p.rep).fun_sub
      hd).congr_deriv (by ring)
  linarith [hmin.hasDerivAt_eq_zero hg]
```

Here `E'` is a real number, tied to the function `E` by `HasDerivAt E E' Z`. The same device is applied to \(g\), with positivity of the charge near \(Z\) in place of positivity of \(c\). Differentiability is assumed. Physically it excludes a ground-state crossing at \(Z\) between states with different attraction per unit charge, where \(E\) has a kink.

## The partition and its consequences

```lean
/-- Virial partition along an isoelectronic series: for scaling-closed trial states, wherever the
ground-state energy is differentiable in the positive nuclear charge, its value and slope fix the
kinetic, attraction and repulsion energies of every minimizer. -/
theorem virial_partition {S : Set Parts} {E : ℝ → ℝ} {Z E' : ℝ} {p : Parts}
    (hS : ScaleClosed S) (hE : IsGroundEnergy S E) (hZ : 0 < Z) (hd : HasDerivAt E E' Z)
    (hp : IsMinimizer S Z p) :
    p.kin = -E Z ∧ -(Z * p.attr) = Z * E' ∧ p.rep = 2 * E Z - Z * E' := by
  have h1 := virial hS hp
  have h2 := energy_eq hE hZ hp
  have h3 : Z * E' = -(Z * p.attr) := by rw [hellmann_feynman hE hZ hd hp]; ring
  simp only [Parts.energy] at h2
  refine ⟨?_, ?_, ?_⟩ <;> linarith
```

The three conclusions are the three displayed identities. `h1`, `h2` and `h3` are the virial relation, the value of the energy and the slope relation; `linarith` does the elimination. For a nonrelativistic atom with a fixed nucleus, a bound ground state and a differentiable \(E\), total energies as a function of \(Z\) thus determine the mean electron repulsion.

```lean
/-- For scaling-closed trial states, two minimizers at a positive nuclear charge where the
ground-state energy is differentiable have the same three energy components. -/
theorem minimizer_parts_unique {S : Set Parts} {E : ℝ → ℝ} {Z : ℝ} {p q : Parts}
    (hS : ScaleClosed S) (hE : IsGroundEnergy S E) (hZ : 0 < Z) (hd : DifferentiableAt ℝ E Z)
    (hp : IsMinimizer S Z p) (hq : IsMinimizer S Z q) : p = q := by
  obtain ⟨p1, -, p3⟩ := virial_partition hS hE hZ hd.hasDerivAt hp
  obtain ⟨q1, -, q3⟩ := virial_partition hS hE hZ hd.hasDerivAt hq
  have p2 := hellmann_feynman hE hZ hd.hasDerivAt hp
  have q2 := hellmann_feynman hE hZ hd.hasDerivAt hq
  apply Parts.ext <;> linarith
```

Equality of `p` and `q` means equality of energy components. Different wavefunctions, for example members of a degenerate multiplet, can share one triple.

```lean
/-- The attraction per unit nuclear charge of minimizers does not decrease when the nuclear
charge is raised. -/
theorem attraction_mono {S : Set Parts} {Z₁ Z₂ : ℝ} {p q : Parts} (hZ : Z₁ < Z₂)
    (hp : IsMinimizer S Z₁ p) (hq : IsMinimizer S Z₂ q) : p.attr ≤ q.attr := by
  -- use each minimizer as a trial state for the other nucleus
  have h1 := hp.2 q hq.1
  have h2 := hq.2 p hp.1
  simp only [Parts.energy] at h1 h2
  by_contra h
  nlinarith [mul_pos (sub_pos.mpr hZ) (sub_pos.mpr (not_le.mp h))]
```

`h1` and `h2` are the two crossed inequalities. If \(a_1>a_2\), the product \((Z_2-Z_1)(a_1-a_2)\) would be positive, which contradicts their sum.

```lean
/-- If the ground-state energy of scaling-closed trial states is `e₀ Z² + e₁ Z + e₂` near a
positive nuclear charge, the coefficients give the attraction and repulsion of every minimizer. -/
theorem partition_of_quadratic {S : Set Parts} {E : ℝ → ℝ} {Z e₀ e₁ e₂ : ℝ} {p : Parts}
    (hS : ScaleClosed S) (hE : IsGroundEnergy S E) (hZ : 0 < Z)
    (hq : E =ᶠ[𝓝 Z] fun x => e₀ * x ^ 2 + e₁ * x + e₂) (hp : IsMinimizer S Z p) :
    -(Z * p.attr) = 2 * e₀ * Z ^ 2 + e₁ * Z ∧ p.rep = e₁ * Z + 2 * e₂ := by
  have hd : HasDerivAt (fun x : ℝ => e₀ * x ^ 2 + e₁ * x + e₂) (2 * e₀ * Z + e₁) Z :=
    ((((hasDerivAt_pow 2 Z).const_mul e₀).fun_add
      ((hasDerivAt_id' Z).const_mul e₁)).add_const e₂).congr_deriv (by norm_num; ring)
  obtain ⟨-, h2, h3⟩ := virial_partition hS hE hZ (hd.congr_of_eventuallyEq hq) hp
  have h0 : E Z = e₀ * Z ^ 2 + e₁ * Z + e₂ := hq.eq_of_nhds
  rw [h0] at h3
  constructor
  · linear_combination h2
  · linear_combination h3
```

The hypothesis `hq` says that \(E\) equals the quadratic throughout a neighbourhood of \(Z\). An expansion of the exact energy in powers of \(1/Z\), cut off after three terms, generally gives only an approximation to this situation. The proof differentiates the polynomial, transfers the derivative to \(E\) and substitutes into the partition.

## The 1s family as an instance

```lean
/-- Energy components, in hartree, of two electrons sharing a 1s exponential orbital with
exponent `c > 0`. -/
def heliumLike : Set Parts := {p | ∃ c : ℝ, 0 < c ∧ p = ⟨c ^ 2, 2 * c, 5 / 8 * c⟩}

/-- The screened-charge energy `-(Z - 5/16)²`, set to zero for `Z` below `5/16`. -/
noncomputable def heliumEnergy (Z : ℝ) : ℝ := -(max (Z - 5 / 16) 0) ^ 2
```

The maximum in `heliumEnergy` joins the two cases \(s>0\) and \(s\le0\) in one formula.

```lean
/-- The two-electron 1s family is closed under scaling and has the screened-charge energy as its
ground-state energy; for `Z > 5/16` that energy is differentiable and the orbital with exponent
`Z - 5/16` is a minimizer. -/
theorem virial_partition_witness :
    ScaleClosed heliumLike ∧ IsGroundEnergy heliumLike heliumEnergy ∧
    ∀ Z : ℝ, 5 / 16 < Z → HasDerivAt heliumEnergy (-2 * (Z - 5 / 16)) Z ∧
      IsMinimizer heliumLike Z
        ⟨(Z - 5 / 16) ^ 2, 2 * (Z - 5 / 16), 5 / 8 * (Z - 5 / 16)⟩ := by
  refine ⟨?_, ?_, ?_⟩
  · rintro _ ⟨d, hd, rfl⟩ c hc
    refine ⟨c * d, mul_pos hc hd, ?_⟩
    apply Parts.ext <;> simp only [Parts.scale] <;> ring
  · intro Z _
    constructor
    · rintro _ ⟨_, ⟨c, hc, rfl⟩, rfl⟩
      simp only [Parts.energy, heliumEnergy]
      -- complete the square in the orbital exponent
      nlinarith [sq_nonneg (c - max (Z - 5 / 16) 0),
        mul_nonneg hc.le (sub_nonneg.mpr (le_max_left (Z - 5 / 16) 0))]
    · intro m hm
      have key : ∀ c : ℝ, 0 < c → m ≤ c ^ 2 - Z * (2 * c) + 5 / 8 * c :=
        fun c hc => hm ⟨_, ⟨c, hc, rfl⟩, rfl⟩
      rcases lt_or_ge (5 / 16) Z with h | h
      · have h1 := key (Z - 5 / 16) (by linarith)
        rw [heliumEnergy, max_eq_left (by linarith)]
        nlinarith
      · rw [heliumEnergy, max_eq_right (by linarith)]
        by_contra hcon
        have hm0 : 0 < m := by
          have h0 := not_le.mp hcon
          norm_num at h0
          exact h0
        -- a sufficiently diffuse orbital has energy below any positive bound
        have hD : 0 < m + 1 + 2 * (5 / 16 - Z) := by linarith
        have hc : 0 < m / (m + 1 + 2 * (5 / 16 - Z)) := div_pos hm0 hD
        have hc1 : m / (m + 1 + 2 * (5 / 16 - Z)) < 1 := by
          rw [div_lt_one hD]; linarith
        have he := div_mul_cancel₀ m hD.ne'
        have hk := key _ hc
        generalize m / (m + 1 + 2 * (5 / 16 - Z)) = c at hc hc1 he hk
        nlinarith [mul_pos hc (sub_pos.mpr hc1), mul_pos hc hm0]
  · intro Z hZ
    constructor
    · have hd : HasDerivAt (fun x : ℝ => -(x - 5 / 16) ^ 2) (-2 * (Z - 5 / 16)) Z :=
        (((hasDerivAt_id' Z).sub_const (5 / 16)).fun_pow 2).fun_neg.congr_deriv
          (by norm_num)
      refine hd.congr_of_eventuallyEq ((eventually_gt_nhds hZ).mono fun x hx => ?_)
      show heliumEnergy x = -(x - 5 / 16) ^ 2
      rw [heliumEnergy, max_eq_left (by linarith)]
    · refine ⟨⟨Z - 5 / 16, by linarith, rfl⟩, ?_⟩
      rintro _ ⟨c, _, rfl⟩
      simp only [Parts.energy]
      nlinarith [sq_nonneg (c - (Z - 5 / 16))]

end IsoelectronicVirial
```

The first part uses the fact that scaling an orbital of exponent \(d\) by \(c\) gives exponent \(cd\). For the lower bound, put \(w=\max(s,0)\); then \(c^2-2cs\ge c^2-2cw\ge-w^2\), and these are the two facts passed to `nlinarith`.

To show that no larger lower bound \(m\) exists, the case \(s>0\) uses the orbital \(c=s\). In the case \(s\le0\) a bound \(m>0\) is refuted by one explicit diffuse orbital, \(c=m/(m+1-2s)\), whose energy is \(m-c(1-c)-cm<m\). This replaces the limit \(c\to0\) of the derivation by hand. The last part differentiates \(-s^2\) and completes the square to identify the minimizer.

```lean
#print axioms IsoelectronicVirial.minimizer_parts_unique
-- 'IsoelectronicVirial.minimizer_parts_unique' depends on axioms: [propext, Classical.choice, Quot.sound]
#print axioms IsoelectronicVirial.attraction_mono
-- 'IsoelectronicVirial.attraction_mono' depends on axioms: [propext, Classical.choice, Quot.sound]
#print axioms IsoelectronicVirial.partition_of_quadratic
-- 'IsoelectronicVirial.partition_of_quadratic' depends on axioms: [propext, Classical.choice, Quot.sound]
```
